# A permutation of $N$ spins with $d$ states each has trace $d^c$, where $c$ counts all its cycles

Take two spin-1/2 particles, numbered 0 and 1, and exchange them. Of the four product states, $\uparrow\uparrow$ and $\downarrow\downarrow$ stay where they are, while $\uparrow\downarrow$ and $\downarrow\uparrow$ trade places. Only the first two put a 1 on the diagonal of the exchange matrix, so its trace is 2. The exchange ties both particles into one cycle, and a configuration survives only if the spin is the same all along that cycle. This leaves one free choice among two spin states. The identity has two cycles of length one, hence two free choices and trace 4.

In general, let $p$ permute $N$ particles with $d$ spin states each ($d = 2I+1$ for nuclear spin $I$), and let $P_p$ be its operator on the $d^N$ product states. Then

$$\operatorname{tr} P_p = d^{\,c(p)},$$

where $c(p)$ is the number of cycles of $p$, fixed points included. For three spin-1/2 nuclei the traces are 8 for the identity, 4 for an exchange and 2 for a cyclic permutation. They decompose as $4A_1 + 2E$, with no $A_2$.

## Nuclear spin weights from a cycle count

A program that assigns nuclear spin weights to rotational levels by characters can use the traces of the permutations in the symmetry group, one for each conjugacy class. For a finite set of identical nuclei, with only their spin states considered, the trace formula replaces a matrix of size $d^N$ by a pass over $N$ labels. In Python, with `p[i]` the image of particle `i`:

```python
def spin_trace(p, d):
    seen, c = set(), 0
    for i in range(len(p)):
        if i not in seen:
            c += 1
            while i not in seen:
                seen.add(i)
                i = p[i]
    return d**c
```

A cycle routine that omits fixed points gives the wrong power when the permutation has any: for one exchange among three spin-1/2 nuclei it would return 2 instead of 4.

The weights are then used together with the statistics of the nuclei, Fermi for half-integer spin and Bose for integer spin, which is a separate physical input. The total state of three identical spin-1/2 nuclei must change sign under each exchange, so, with levels labelled by the permutation group of the three nuclei, a rovibronic level of type $A_1$ would need an $A_2$ spin state and is missing. Levels of type $A_2$ and $E$ get weights 4 and 2.

## From unchanged configurations to $4A_1 + 2E$

A configuration $s$ gives each particle $i$ a spin state $s(i)$, and a spin state of the whole system is an amplitude $v(s)$. Define

$$(P_p v)(s) = v(s\circ p), \qquad (P_p)_{s,t} = \begin{cases}1 & s\circ p = t\\ 0 & \text{otherwise.}\end{cases}$$

With $pq$ meaning "first $q$, then $p$", these operators multiply correctly:

$$(P_pP_qv)(s) = (P_qv)(s\circ p) = v(s\circ p\circ q) = (P_{pq}v)(s).$$

On a product state $v(s)=\prod_i\varphi_i(s(i))$, substituting $j=p(i)$ gives

$$(P_pv)(s)=\prod_i\varphi_i(s(p(i)))=\prod_j\varphi_{p^{-1}(j)}(s(j)),$$

so the one-particle state of $i$ passes to particle $p(i)$.

The trace counts the configurations with $s\circ p=s$, that is, $s(p(i))=s(i)$ for every $i$. Repeating this step shows that $s$ is constant on each cycle. Conversely, every $s$ that is constant on cycles is unchanged. One of $d$ spin states is chosen for each of $c(p)$ cycles, which gives $d^{c(p)}$.

For three particles, $c$ is 3 for the identity, 2 for the three exchanges and 1 for the two cyclic permutations. The spin weight of a character $\chi$, which for an irreducible $\chi$ is the number of times its representation occurs among the spin states, is

$$n_\chi=\frac{1}{6}\sum_p \chi(p)^*\operatorname{tr}P_p.$$

On these three classes the characters are $(1,1,1)$ for $A_1$, $(1,-1,1)$ for $A_2$ and $(2,0,-1)$ for $E$. Hence

$$\begin{aligned}
n_{A_1}&=\frac{d^3+3d^2+2d}{6}=\frac{d(d+1)(d+2)}{6},\\
n_{A_2}&=\frac{d^3-3d^2+2d}{6}=\frac{d(d-1)(d-2)}{6},\\
n_E&=\frac{2d^3-2d}{6}=\frac{d(d^2-1)}{3}.
\end{aligned}$$

At $d=2$ these are 4, 0 and 2. They belong to the spin states, not to the rovibronic levels: a level of type $A_2$ has weight 4 because it combines with the $A_1$ spin states. The traces agree class by class: $4+2\cdot2=8$, $4+2\cdot0=4$ and $4-2=2$.

The missing $A_2$ is a case of a wider fact. Suppose $N>d$ and $P_pv=\operatorname{sgn}(p)\,v$ for every $p$. In any configuration $s$, two particles $i\ne j$ share a spin state. Their exchange $\tau$ leaves $s$ unchanged, so $v(s)=v(s\circ\tau)=-v(s)$, and therefore $v(s)=0$.

The condition $N>d$ matters already for two spin-1/2 particles, where $N=d=2$. The singlet, with $v(\uparrow\downarrow)=1/\sqrt2$, $v(\downarrow\uparrow)=-1/\sqrt2$ and the other amplitudes zero, is totally antisymmetric and does not vanish.

## The Lean file

```lean
import Mathlib

open Equiv Matrix

namespace SpinPermutation

noncomputable section

variable {ι : Type*} [Fintype ι] [DecidableEq ι]
variable (σ : Type*) [Fintype σ] [DecidableEq σ]

/-- The operator of a particle permutation `p` on spin states, as a matrix between
spin configurations `ι → σ`. -/
def permOp (p : Perm ι) : Matrix (ι → σ) (ι → σ) ℂ :=
  Matrix.of fun s t => if s ∘ p = t then 1 else 0

/-- The number of cycles of `p`, each fixed point counting as a cycle; the value is 0 if there are
infinitely many. -/
def cycleCount {ι : Type*} (p : Perm ι) : ℕ :=
  Nat.card (Quotient (Perm.SameCycle.setoid p))

/-- The spin weight of a character `χ` of the permutation group: its overlap with the trace
of the permutation operators, averaged over the group. -/
def spinWeight (χ : Perm ι → ℂ) : ℂ :=
  (∑ p, star (χ p) * (permOp σ p).trace) / (Fintype.card (Perm ι) : ℂ)

/-- The character of A1: one for every permutation. -/
def charA1 (_ : Perm (Fin 3)) : ℂ := 1

/-- The character of A2: the sign of the permutation. -/
def charA2 (p : Perm (Fin 3)) : ℂ := ((Perm.sign p : ℤ) : ℂ)

/-- The character of E: the number of particles left in place, minus one. -/
def charE (p : Perm (Fin 3)) : ℂ :=
  ((Finset.univ.filter (fun i => p i = i)).card : ℂ) - 1

/-- A permutation operator relabels the particles in the amplitude of a spin state. -/
theorem permOp_mulVec (p : Perm ι) (v : (ι → σ) → ℂ) (s : ι → σ) :
    (permOp σ p *ᵥ v) s = v (s ∘ p) := by
  simp [permOp, Matrix.mulVec, dotProduct]

/-- Permutation operators multiply as the permutations do. -/
theorem permOp_mul (p q : Perm ι) : permOp σ (p * q) = permOp σ p * permOp σ q := by
  ext s t
  -- the first operator acts on a column of the second
  have h : (permOp σ p * permOp σ q) s t = permOp σ q (s ∘ p) t :=
    permOp_mulVec σ p (fun u => permOp σ q u t) s
  rw [h]
  show (if s ∘ ⇑(p * q) = t then (1 : ℂ) else 0) = if (s ∘ p) ∘ q = t then 1 else 0
  exact if_congr Iff.rfl rfl rfl

/-- On a product state, the permutation operator hands the one-particle state of
particle `i` to particle `p i`. -/
theorem permOp_product (p : Perm ι) (φ : ι → σ → ℂ) :
    permOp σ p *ᵥ (fun s => ∏ i, φ i (s i)) = fun s => ∏ i, φ (p.symm i) (s i) := by
  funext s
  rw [permOp_mulVec]
  exact Fintype.prod_equiv p _ _ (fun i => by simp)

/-- The spin configurations unchanged by `p` number `d ^ c`, with `d` spin states per particle
and `c` cycles. -/
theorem card_invariant (p : Perm ι) :
    (Finset.univ.filter (fun s : ι → σ => s ∘ p = s)).card
      = Fintype.card σ ^ cycleCount p := by
  -- an unchanged configuration is constant along each cycle
  have key : ∀ s : ι → σ, s ∘ p = s → ∀ i j, p.SameCycle i j → s i = s j := by
    rintro s hs i j ⟨k, rfl⟩
    have h : ∀ x, s (p x) = s x := fun x => congrFun hs x
    symm
    induction k using Int.induction_on with
    | zero => simp
    | succ n ih => rw [add_comm, _root_.zpow_add, _root_.zpow_one, Perm.mul_apply, h, ih]
    | pred n ih =>
      have e : p ((p ^ (-(n : ℤ) - 1)) i) = (p ^ (-(n : ℤ))) i := by
        rw [← Perm.mul_apply, ← _root_.zpow_one_add,
          show (1 : ℤ) + (-(n : ℤ) - 1) = -(n : ℤ) by ring]
      exact (h _).symm.trans ((congrArg s e).trans ih)
  -- so it amounts to a free choice of one spin state per cycle
  let e : {s : ι → σ // s ∘ p = s} ≃ (Quotient (Perm.SameCycle.setoid p) → σ) :=
    { toFun := fun s => Quotient.lift s.1 (fun i j hij => key s.1 s.2 i j hij)
      invFun := fun f => ⟨fun i => f (Quotient.mk _ i), by
        funext i
        exact congrArg f (Quotient.sound (s := Perm.SameCycle.setoid p)
          (show p.SameCycle (p i) i from ⟨-1, by simp⟩))⟩
      left_inv := fun s => rfl
      right_inv := fun f => by
        funext x
        induction x using Quotient.inductionOn with
        | h i => rfl }
  have h := Nat.card_congr e
  rw [Nat.card_fun, Nat.card_eq_fintype_card (α := {s : ι → σ // s ∘ p = s}),
    Fintype.card_subtype, Nat.card_eq_fintype_card (α := σ)] at h
  exact h

/-- The trace of a permutation operator is `d ^ c`, with `d` spin states per particle and
`c` cycles, fixed points included. -/
theorem trace_permOp (p : Perm ι) :
    (permOp σ p).trace = (Fintype.card σ : ℂ) ^ cycleCount p := by
  rw [← Nat.cast_pow, ← card_invariant σ p]
  simp only [Matrix.trace, Matrix.diag_apply, permOp, Matrix.of_apply, Finset.sum_boole]

/-- With more particles than spin states, a totally antisymmetric spin state vanishes. -/
theorem antisymmetric_eq_zero (hcard : Fintype.card σ < Fintype.card ι)
    (v : (ι → σ) → ℂ)
    (hv : ∀ p : Perm ι, permOp σ p *ᵥ v = ((Perm.sign p : ℤ) : ℂ) • v) : v = 0 := by
  funext s
  -- two particles share a spin state, and exchanging them changes nothing
  obtain ⟨i, j, hij, hs⟩ := Fintype.exists_ne_map_eq_of_card_lt s hcard
  have hswap : s ∘ (swap i j) = s := by
    funext k
    simp only [Function.comp_apply, swap_apply_def]
    split_ifs with h1 h2
    · rw [h1, hs]
    · rw [h2, hs]
    · rfl
  have h := congrFun (hv (swap i j)) s
  rw [permOp_mulVec, hswap, Perm.sign_swap hij] at h
  have h' : v s = -v s := by simpa using h
  show v s = 0
  linear_combination h' / 2

/-- Three particles: the identity has three cycles, an odd permutation two, and any other
permutation one. -/
theorem cycleCount_three (p : Perm (Fin 3)) :
    cycleCount p = if p = 1 then 3 else if Perm.sign p = -1 then 2 else 1 := by
  -- the cycles are read off from the count of unchanged two-state configurations
  have k : ∀ p : Perm (Fin 3),
      (Finset.univ.filter (fun s : Fin 3 → Fin 2 => s ∘ p = s)).card
        = 2 ^ (if p = 1 then 3 else if Perm.sign p = -1 then 2 else 1) := by
    decide +kernel
  have h := card_invariant (Fin 2) p
  rw [k p, Fintype.card_fin] at h
  exact (Nat.pow_right_injective le_rfl h).symm

/-- The spin weight, for three particles, of a character with value `a` on the identity, `b` on
the three exchanges and `c` on the two cyclic permutations. -/
theorem spinWeight_three (χ : Perm (Fin 3) → ℂ) (a b c : ℂ)
    (hχ : ∀ p, χ p = if p = 1 then a else if Perm.sign p = -1 then b else c) :
    spinWeight σ χ = (star a * (Fintype.card σ : ℂ) ^ 3
      + 3 * (star b * (Fintype.card σ : ℂ) ^ 2) + 2 * (star c * (Fintype.card σ : ℂ))) / 6 := by
  have h : ∀ p, star (χ p) * (permOp σ p).trace =
      if p = 1 then star a * (Fintype.card σ : ℂ) ^ 3
      else if Perm.sign p = -1 then star b * (Fintype.card σ : ℂ) ^ 2
      else star c * (Fintype.card σ : ℂ) := by
    intro p
    rw [hχ, trace_permOp, cycleCount_three]
    split_ifs <;> simp
  -- the sum over the group, class by class
  have hsum : ∀ x y z : ℂ, (∑ p : Perm (Fin 3),
      if p = 1 then x else if Perm.sign p = -1 then y else z) = x + 3 * y + 2 * z := by
    intro x y z
    have hu : (Finset.univ : Finset (Perm (Fin 3))) = {1, swap 0 1, swap 0 2, swap 1 2,
        swap 0 1 * swap 1 2, swap 1 2 * swap 0 1} := by decide +kernel
    rw [hu, Finset.sum_insert (by decide +kernel), Finset.sum_insert (by decide +kernel),
      Finset.sum_insert (by decide +kernel), Finset.sum_insert (by decide +kernel),
      Finset.sum_insert (by decide +kernel), Finset.sum_singleton,
      if_pos rfl, if_neg (by decide +kernel), if_pos (by decide +kernel),
      if_neg (by decide +kernel), if_pos (by decide +kernel),
      if_neg (by decide +kernel), if_pos (by decide +kernel),
      if_neg (by decide +kernel), if_neg (by decide +kernel),
      if_neg (by decide +kernel), if_neg (by decide +kernel)]
    ring
  have hc : (Fintype.card (Perm (Fin 3)) : ℂ) = 6 := by
    rw [Fintype.card_perm, Fintype.card_fin]
    norm_num [Nat.factorial]
  rw [spinWeight, Finset.sum_congr rfl (fun p _ => h p), hsum, hc]

/-- The character of E is 2 on the identity, 0 on exchanges and -1 on cyclic permutations. -/
theorem charE_eq (p : Perm (Fin 3)) :
    charE p = if p = 1 then 2 else if Perm.sign p = -1 then 0 else -1 := by
  have k : ∀ p : Perm (Fin 3), (Finset.univ.filter (fun i => p i = i)).card
      = if p = 1 then 3 else if Perm.sign p = -1 then 1 else 0 := by decide +kernel
  rw [charE, k]
  split_ifs <;> norm_num

/-- The spin weights of A1, A2 and E for three particles with `d` spin states each. -/
theorem weights_three :
    let d : ℂ := Fintype.card σ
    spinWeight σ charA1 = d * (d + 1) * (d + 2) / 6 ∧
    spinWeight σ charA2 = d * (d - 1) * (d - 2) / 6 ∧
    spinWeight σ charE = d * (d ^ 2 - 1) / 3 := by
  intro d
  have k : ∀ p : Perm (Fin 3), (Perm.sign p : ℤ)
      = if p = 1 then 1 else if Perm.sign p = -1 then -1 else 1 := by decide +kernel
  refine ⟨?_, ?_, ?_⟩
  · rw [spinWeight_three σ charA1 1 1 1 (fun p => by simp [charA1])]
    simp only [star_one]
    ring
  · rw [spinWeight_three σ charA2 1 (-1) 1 (fun p => by
      rw [charA2, k]
      split_ifs <;> norm_num)]
    simp only [star_one, star_neg]
    ring
  · rw [spinWeight_three σ charE 2 0 (-1) charE_eq]
    simp only [star_one, star_neg, star_zero, star_ofNat]
    ring

/-- Three spin-1/2 nuclei: the traces are 8, 4 and 2, they decompose as 4 A1 + 2 E, and the
spin weights of A1, A2 and E are 4, 0 and 2. -/
theorem three_spin_half :
    (∀ p : Perm (Fin 3), (permOp (Fin 2) p).trace
      = if p = 1 then 8 else if Perm.sign p = -1 then 4 else 2) ∧
    (∀ p : Perm (Fin 3), (permOp (Fin 2) p).trace = 4 * charA1 p + 2 * charE p) ∧
    spinWeight (Fin 2) charA1 = 4 ∧ spinWeight (Fin 2) charA2 = 0 ∧
    spinWeight (Fin 2) charE = 2 := by
  obtain ⟨h1, h2, h3⟩ := weights_three (Fin 2)
  refine ⟨fun p => ?_, fun p => ?_, ?_, ?_, ?_⟩
  · rw [trace_permOp, cycleCount_three, Fintype.card_fin]
    split_ifs <;> norm_num
  · rw [trace_permOp, cycleCount_three, charE_eq, charA1, Fintype.card_fin]
    split_ifs <;> norm_num
  · rw [h1, Fintype.card_fin]
    norm_num
  · rw [h2, Fintype.card_fin]
    norm_num
  · rw [h3, Fintype.card_fin]
    norm_num

end

end SpinPermutation
```

```lean
#print axioms SpinPermutation.permOp_product
#print axioms SpinPermutation.antisymmetric_eq_zero
#print axioms SpinPermutation.cycleCount_three
#print axioms SpinPermutation.three_spin_half
```

```
'SpinPermutation.permOp_product' depends on axioms: [propext, Classical.choice, Quot.sound]
'SpinPermutation.antisymmetric_eq_zero' depends on axioms: [propext, Classical.choice, Quot.sound]
'SpinPermutation.cycleCount_three' depends on axioms: [propext, Classical.choice, Quot.sound]
'SpinPermutation.three_spin_half' depends on axioms: [propext, Classical.choice, Quot.sound]
```

## How the spin model appears in Lean

The finite type `ι` labels the particles and `σ` their spin states, so $d$ is `Fintype.card σ`. A configuration is a function `ι → σ`, and `permOp σ p` is the complex matrix $P_p$. The theorem `permOp_mulVec` fixes the convention $v(s\circ p)$. For a code that moves basis labels, this means that configuration `t` goes to the `s` with `s[p[i]] = t[i]`.

`cycleCount p` counts the classes of the relation "in the same cycle of `p`", which makes each fixed point a class of its own. `trace_permOp` states the trace identity for every finite `ι` and `σ`. `spinWeight σ χ` is the average defining $n_\chi$, taken over all permutations of `ι`.

For three particles, `Fin 3` numbers them 0, 1, 2. The condition `Perm.sign p = -1` picks out the exchanges, since these are the only odd permutations. `weights_three` gives the three polynomials in $d$. `three_spin_half` collects the traces, their decomposition at every permutation and the weights 4, 0, 2.

## How the proof follows the count

`card_invariant` carries the main argument. Its inner claim `key` shows by induction on an integer power of `p`, upwards and downwards, that an unchanged configuration is constant along a cycle. The equivalence `e` then matches unchanged configurations with functions from cycles to spin states, and counting those functions gives $d^c$. `trace_permOp` only has to recognise the trace as a sum of ones over unchanged configurations.

`permOp_mul` applies the first operator to a column of the second, and `permOp_product` is the substitution $j=p(i)$.

`cycleCount_three` obtains the cycle numbers indirectly. `decide +kernel` counts the unchanged two-state configurations for all six permutations, `card_invariant` says that each count is $2^c$, and the exponent is recovered because powers of 2 are distinct. `spinWeight_three` lists the six permutations and adds up the group average class by class. `charE_eq` finds the values 2, 0, −1 by counting fixed particles. The last two theorems insert the characters and simplify.

In `antisymmetric_eq_zero`, the pigeonhole lemma `Fintype.exists_ne_map_eq_of_card_lt` supplies the two particles with equal spin state, and `linear_combination` draws $v(s)=0$ from $v(s)=-v(s)$.

## Exact traces and weights, with representation theory left to the reader

The trace identity holds for any finite number of particles and spin states, and the weight formulas hold for three particles with any finite $d$. The vanishing of antisymmetric states is a statement about the vectors themselves, under the hypothesis `hcard` that particles outnumber spin states.

The functions `charA1`, `charA2` and `charE` are defined by their values. That they are the irreducible characters of the permutation group of three objects, and that $n_\chi$ therefore counts copies of a representation, is standard theory that the file does not derive. The model contains spin states only: no Hamiltonian, no spatial wavefunction and no rule linking spin to statistics. For a molecular symmetry group that realises only some of the permutations, the average runs over the elements of that group, and each permutation $p$ keeps its trace $d^{\,c(p)}$. The theorems concern the matrices and formulas, so an implementation such as the Python function above still needs its own tests.
